# Isolated sites with uniform disorder: as a Lorentzian broadening vanishes, the mean local density of states at the centre of the spectrum stays finite and the typical one goes to zero

In one use of the kernel polynomial method on disordered lattices, one collects the local density of states at many sites and disorder realisations, and then averages it twice, arithmetically and geometrically. Both averages are followed as the lattice grows and the energy resolution is sharpened. A geometric mean that falls towards zero while the arithmetic mean stays finite is read as a sign of localised states. For non-interacting electrons on sites with no hopping between them, with uniformly distributed site energies and a Lorentzian broadening, both averages at the centre of the spectrum are computed here in closed form. A calculation with another kernel need not share the rate at which the geometric mean falls.

## A single site seen at finite resolution

The Anderson model has random site energies and hopping between neighbouring sites. Its atomic limit sets the hopping to zero. Each site then carries one level, at its own energy \(e\), and as long as no two site energies coincide, every eigenstate sits on one site.

We look at the spectrum at energy zero, the centre of the disorder distribution. With a broadening \(\eta>0\), the Green's function of the site is \(1/(i\eta-e)\), and \(-1/\pi\) times its imaginary part is the local density of states

\[
\rho_\eta(e)=\frac{\eta/\pi}{e^2+\eta^2}.
\]

The broadening stands for the finite energy resolution of the calculation. The site energy is uniform on \([-W,W]\) with \(W>0\), so its probability density is \(1/(2W)\). The two averages are

\[
A(W,\eta)=\frac1{2W}\int_{-W}^{W}\rho_\eta(e)\,de,
\qquad
G(W,\eta)=\exp\!\Big(\frac1{2W}\int_{-W}^{W}\ln\rho_\eta(e)\,de\Big).
\]

The geometric mean \(G\) is also called the typical value. All energies are numbers in one fixed unit. A change of unit multiplies \(G\) by the same factor as \(\rho_\eta\), so the logarithm does no harm.

## The arithmetic mean

The derivative of \(\arctan(e/\eta)/\pi\) with respect to \(e\) is

\[
\frac1\pi\cdot\frac{1/\eta}{1+e^2/\eta^2}=\frac{\eta/\pi}{e^2+\eta^2}=\rho_\eta(e).
\]

Since the arctangent is odd, the integral over \([-W,W]\) is \(2\arctan(W/\eta)/\pi\), and therefore

\[
A(W,\eta)=\frac{\arctan(W/\eta)}{\pi W}<\frac1{2W},
\]

because \(\arctan(W/\eta)<\pi/2\). As \(\eta\to0^+\) the arctangent tends to \(\pi/2\), and \(A\) tends to \(1/(2W)\), the density of site energies at zero.

## The geometric mean

The logarithm splits as \(\ln\rho_\eta(e)=\ln(\eta/\pi)-\ln(e^2+\eta^2)\). Integration by parts treats the second term:

\[
\int\ln(e^2+\eta^2)\,de
= e\ln(e^2+\eta^2)-\int\frac{2e^2}{e^2+\eta^2}\,de .
\]

Writing \(2e^2/(e^2+\eta^2)=2-2\eta^2/(e^2+\eta^2)\) gives the antiderivative

\[
e\ln(e^2+\eta^2)-2e+2\eta\arctan(e/\eta).
\]

This function is odd, so its increment over \([-W,W]\) is twice its value at \(W\). Dividing by \(2W\), we find

\[
\frac1{2W}\int_{-W}^{W}\ln\rho_\eta(e)\,de
=\ln\frac{\eta}{\pi}-\ln(W^2+\eta^2)+2-\frac{2\eta}{W}\arctan\frac W\eta .
\]

The first two terms are \(\ln\rho_\eta(W)\), the logarithm of the local density of states of a site at the edge of the distribution. Exponentiating,

\[
G(W,\eta)=\rho_\eta(W)\,\exp\!\Big(2-\frac{2\eta}{W}\arctan\frac W\eta\Big).
\]

The edge value satisfies \(\rho_\eta(W)\le\eta/(\pi W^2)\), and the exponential is strictly below \(\exp(2)\), since the subtracted term is positive. Hence

\[
G(W,\eta)<\frac{\exp(2)\,\eta}{\pi W^2},
\]

and \(G\) tends to zero with \(\eta\). Dividing the closed form by \(\eta\) and letting \(\eta\to0^+\) gives

\[
\frac{G(W,\eta)}{\eta}=\frac{1}{\pi(W^2+\eta^2)}\exp\!\Big(2-\frac{2\eta}{W}\arctan\frac W\eta\Big)\longrightarrow\frac{\exp(2)}{\pi W^2}.
\]

A smaller constant in the linear bound would therefore fail for small enough \(\eta\).

The two averages weigh the same distribution differently. A fraction of order \(\eta/W\) of the sites lies within \(\eta\) of resonance, each with a local density of states of order \(1/\eta\), and these sites keep \(A\) finite. The logarithm damps their contribution, so \(G\) follows the many sites far from resonance, where \(\rho_\eta\) is proportional to \(\eta\) to leading order.

## How the Lean statements express the physics

`ldos η e` is \(\rho_\eta(e)\), a real function of two real numbers. `arithMean W η` and `geomMean W η` are \(A\) and \(G\), with the disorder average written as `1 / (2 * W)` times the interval integral from `-W` to `W`. The hypotheses `0 < W` and `0 < η` say that there is disorder and that the resolution is finite.

The final theorem, `anderson_atomic_limit`, assumes only `0 < W` and states both limits. The filter `𝓝[>] 0` means that \(\eta\) approaches zero through positive values. This matters, because at \(\eta=0\) Lean's conventions make `ldos` zero and the logarithm of zero equal to zero, so `geomMean W 0` is 1; the one-sided limit never uses that value.

The model fixes several things:

- The hopping is zero, so localisation is built in. Nothing is said about the transition between extended and localised states at finite hopping.
- The spectrum is probed at energy zero only, and the distribution is a uniform box centred there.
- The broadening is exactly Lorentzian. The Chebyshev expansion and its kernel do not appear, and the linear decay of \(G\) reflects the Lorentzian tail.
- The averages are exact integrals over the disorder. For a fixed finite sample of nonzero site energies, the arithmetic mean would vanish with \(\eta\) too, so in a simulation the broadening has to stay large enough for resonant sites to be sampled.

## The complete Lean file

```lean
import Mathlib

open Real Filter Topology

namespace AndersonAtomicLimit

noncomputable section

/-- Local density of states at zero energy of an isolated site with energy `e`,
broadened by a Lorentzian of width `η > 0`. -/
def ldos (η e : ℝ) : ℝ := (η / π) / (e ^ 2 + η ^ 2)

/-- Arithmetic mean of the local density of states over site energies uniform on `[-W, W]`,
for `W > 0` and `η > 0`. -/
def arithMean (W η : ℝ) : ℝ := (1 / (2 * W)) * ∫ e in (-W)..W, ldos η e

/-- Geometric mean (typical value) of the local density of states over site energies uniform
on `[-W, W]`, for `W > 0` and `η > 0`. -/
def geomMean (W η : ℝ) : ℝ :=
  Real.exp ((1 / (2 * W)) * ∫ e in (-W)..W, Real.log (ldos η e))

/-- The broadened local density of states is positive at every site energy. -/
theorem ldos_pos {η : ℝ} (hη : 0 < η) (e : ℝ) : 0 < ldos η e := by
  unfold ldos
  positivity

/-- The broadened local density of states depends continuously on the site energy. -/
theorem continuous_ldos {η : ℝ} (hη : 0 < η) : Continuous (ldos η) := by
  have h : ∀ e : ℝ, e ^ 2 + η ^ 2 ≠ 0 := fun e => by positivity
  exact Continuous.div continuous_const (by fun_prop) h

/-- An antiderivative, in the site energy, of the logarithm of the local density of states. -/
theorem hasDerivAt_log_ldos {η : ℝ} (hη : 0 < η) (e : ℝ) :
    HasDerivAt (fun x : ℝ => x * Real.log (η / π)
      - (x * Real.log (x ^ 2 + η ^ 2) - 2 * x + 2 * η * Real.arctan (x / η)))
      (Real.log (ldos η e)) e := by
  have hs : 0 < e ^ 2 + η ^ 2 := by positivity
  have hl : Real.log (ldos η e) = Real.log (η / π) - Real.log (e ^ 2 + η ^ 2) :=
    Real.log_div (by positivity) hs.ne'
  have key : 1 + (e / η) ^ 2 = (e ^ 2 + η ^ 2) / η ^ 2 := by
    rw [div_pow, add_div, div_self (pow_ne_zero 2 hη.ne'), add_comm]
  have h1 : HasDerivAt (fun x : ℝ => x ^ 2 + η ^ 2) (2 * e) e := by
    simpa using (hasDerivAt_pow 2 e).add_const (η ^ 2)
  have h2 := (hasDerivAt_id' e).fun_mul (h1.log hs.ne')
  have h3 := (((hasDerivAt_id' e).div_const η).arctan).const_mul (2 * η)
  have h4 := (hasDerivAt_id' e).mul_const (Real.log (η / π))
  have h5 := (hasDerivAt_id' e).const_mul 2
  refine (h4.fun_sub ((h2.fun_sub h5).fun_add h3)).congr_deriv ?_
  rw [hl, key]
  -- the rational terms cancel because e² and η² add up to the denominator
  have h7 : 2 * η * (1 / ((e ^ 2 + η ^ 2) / η ^ 2) * (1 / η))
      = 2 * η ^ 2 / (e ^ 2 + η ^ 2) := by
    field_simp
  have h8 : e ^ 2 / (e ^ 2 + η ^ 2) + η ^ 2 / (e ^ 2 + η ^ 2) = 1 := by
    rw [← add_div, div_self hs.ne']
  linear_combination -h7 - 2 * h8

/-- The arithmetic mean is `arctan (W / η) / (π W)`, and it lies below the density `1 / (2 W)`
of the site-energy distribution. -/
theorem arithMean_eq_and_lt {W η : ℝ} (hW : 0 < W) (hη : 0 < η) :
    arithMean W η = Real.arctan (W / η) / (π * W) ∧ arithMean W η < 1 / (2 * W) := by
  have hd : ∀ e : ℝ, HasDerivAt (fun x : ℝ => Real.arctan (x / η) / π) (ldos η e) e := by
    intro e
    have hs : 0 < e ^ 2 + η ^ 2 := by positivity
    have key : 1 + (e / η) ^ 2 = (e ^ 2 + η ^ 2) / η ^ 2 := by
      rw [div_pow, add_div, div_self (pow_ne_zero 2 hη.ne'), add_comm]
    refine ((((hasDerivAt_id' e).div_const η).arctan).div_const π).congr_deriv ?_
    rw [key]
    unfold ldos
    field_simp
  have heq : arithMean W η = Real.arctan (W / η) / (π * W) := by
    unfold arithMean
    rw [intervalIntegral.integral_eq_sub_of_hasDerivAt (fun x _ => hd x)
      ((continuous_ldos hη).intervalIntegrable _ _), neg_div, Real.arctan_neg]
    ring
  refine ⟨heq, ?_⟩
  have h := Real.arctan_lt_pi_div_two (W / η)
  rw [heq, div_lt_div_iff₀ (by positivity) (by positivity)]
  nlinarith [mul_pos hW (sub_pos.2 h)]

/-- The geometric mean equals the local density of states of a site at the edge `W` of the
distribution, times `exp (2 - 2 (η / W) arctan (W / η))`. -/
theorem geomMean_eq {W η : ℝ} (hW : 0 < W) (hη : 0 < η) :
    geomMean W η = ldos η W * Real.exp (2 - 2 * (η / W) * Real.arctan (W / η)) := by
  have hl : Real.log (ldos η W) = Real.log (η / π) - Real.log (W ^ 2 + η ^ 2) :=
    Real.log_div (by positivity) (by positivity)
  have hc : Continuous (fun e => Real.log (ldos η e)) :=
    (continuous_ldos hη).log (fun e => (ldos_pos hη e).ne')
  have hWW : W * W⁻¹ = 1 := mul_inv_cancel₀ hW.ne'
  have hm : (1 / (2 * W)) * ∫ e in (-W)..W, Real.log (ldos η e)
      = Real.log (ldos η W) + (2 - 2 * (η / W) * Real.arctan (W / η)) := by
    rw [intervalIntegral.integral_eq_sub_of_hasDerivAt (fun x _ => hasDerivAt_log_ldos hη x)
      (hc.intervalIntegrable _ _), neg_div, Real.arctan_neg, neg_sq, hl]
    linear_combination (Real.log (η / π) - Real.log (W ^ 2 + η ^ 2) + 2) * hWW
  unfold geomMean
  rw [hm, Real.exp_add, Real.exp_log (ldos_pos hη W)]

/-- The geometric mean is bounded by a multiple of the broadening `η`. -/
theorem geomMean_lt {W η : ℝ} (hW : 0 < W) (hη : 0 < η) :
    geomMean W η < Real.exp 2 * η / (π * W ^ 2) := by
  have h1 : ldos η W ≤ η / (π * W ^ 2) := by
    unfold ldos
    rw [div_div]
    apply div_le_div_of_nonneg_left hη.le (by positivity)
    exact mul_le_mul_of_nonneg_left (by nlinarith [sq_nonneg η]) Real.pi_pos.le
  have ha : 0 < Real.arctan (W / η) := Real.arctan_pos.mpr (by positivity)
  have hp : 0 < 2 * (η / W) * Real.arctan (W / η) := by positivity
  have h2 : Real.exp (2 - 2 * (η / W) * Real.arctan (W / η)) < Real.exp 2 :=
    Real.exp_lt_exp.mpr (by linarith)
  rw [geomMean_eq hW hη]
  calc ldos η W * Real.exp (2 - 2 * (η / W) * Real.arctan (W / η))
      < ldos η W * Real.exp 2 := mul_lt_mul_of_pos_left h2 (ldos_pos hη W)
    _ ≤ η / (π * W ^ 2) * Real.exp 2 := mul_le_mul_of_nonneg_right h1 (Real.exp_pos 2).le
    _ = Real.exp 2 * η / (π * W ^ 2) := by ring

/-- For vanishing broadening, `arctan (W / η)` tends to `π / 2`. -/
theorem tendsto_arctan_div {W : ℝ} (hW : 0 < W) :
    Tendsto (fun η : ℝ => Real.arctan (W / η)) (𝓝[>] 0) (𝓝 (π / 2)) := by
  have h : Tendsto (fun η : ℝ => W / η) (𝓝[>] 0) atTop := by
    simpa only [div_eq_mul_inv] using tendsto_inv_nhdsGT_zero.const_mul_atTop hW
  exact (Real.tendsto_arctan_atTop.mono_right nhdsWithin_le_nhds).comp h

/-- The ratio of the geometric mean to the broadening tends to `exp 2 / (π W²)` as the
broadening vanishes. -/
theorem tendsto_geomMean_div {W : ℝ} (hW : 0 < W) :
    Tendsto (fun η : ℝ => geomMean W η / η) (𝓝[>] 0) (𝓝 (Real.exp 2 / (π * W ^ 2))) := by
  have h0 : Tendsto (fun η : ℝ => η) (𝓝[>] 0) (𝓝 0) :=
    tendsto_id.mono_left nhdsWithin_le_nhds
  have h1 : Tendsto (fun η : ℝ => 2 - 2 * (η / W) * Real.arctan (W / η)) (𝓝[>] 0)
      (𝓝 (2 - 2 * (0 / W) * (π / 2))) :=
    (((h0.div_const W).const_mul 2).mul (tendsto_arctan_div hW)).const_sub 2
  have h2 : Tendsto (fun η : ℝ => 1 / π / (W ^ 2 + η ^ 2)) (𝓝[>] 0)
      (𝓝 (1 / π / (W ^ 2 + 0 ^ 2))) :=
    tendsto_const_nhds.div ((h0.pow 2).const_add _) (by positivity)
  have h3 := h2.mul ((Real.continuous_exp.tendsto _).comp h1)
  have e0 : 2 - 2 * (0 / W) * (π / 2) = 2 := by ring
  have e1 : 1 / π / (W ^ 2 + 0 ^ 2) * Real.exp 2 = Real.exp 2 / (π * W ^ 2) := by ring
  rw [e0, e1] at h3
  refine h3.congr' ?_
  filter_upwards [self_mem_nhdsWithin] with η hη
  have hη' : 0 < η := hη
  rw [geomMean_eq hW hη']
  simp only [Function.comp_apply, ldos]
  field_simp

/-- Atomic limit of the Anderson model: as the broadening vanishes, the arithmetic mean of the
local density of states tends to `1 / (2 W)` while the geometric mean tends to zero. -/
theorem anderson_atomic_limit {W : ℝ} (hW : 0 < W) :
    Tendsto (arithMean W) (𝓝[>] 0) (𝓝 (1 / (2 * W))) ∧
      Tendsto (geomMean W) (𝓝[>] 0) (𝓝 0) := by
  constructor
  · have h := (tendsto_arctan_div hW).div_const (π * W)
    have e1 : π / 2 / (π * W) = 1 / (2 * W) := by field_simp
    rw [e1] at h
    refine h.congr' ?_
    filter_upwards [self_mem_nhdsWithin] with η hη
    exact (arithMean_eq_and_lt hW hη).1.symm
  · -- squeeze between zero and the bound linear in the broadening
    have h0 : Tendsto (fun η : ℝ => η) (𝓝[>] 0) (𝓝 0) :=
      tendsto_id.mono_left nhdsWithin_le_nhds
    have hb : Tendsto (fun η : ℝ => Real.exp 2 * η / (π * W ^ 2)) (𝓝[>] 0) (𝓝 0) := by
      simpa using (h0.const_mul (Real.exp 2)).div_const (π * W ^ 2)
    refine tendsto_of_tendsto_of_tendsto_of_le_of_le' tendsto_const_nhds hb ?_ ?_
    · exact Eventually.of_forall (fun η => (Real.exp_pos _).le)
    · filter_upwards [self_mem_nhdsWithin] with η hη
      exact (geomMean_lt hW hη).le

end

end AndersonAtomicLimit
```

```lean
#print axioms AndersonAtomicLimit.tendsto_geomMean_div
#print axioms AndersonAtomicLimit.anderson_atomic_limit
```

```
'AndersonAtomicLimit.tendsto_geomMean_div' depends on axioms: [propext, Classical.choice, Quot.sound]
'AndersonAtomicLimit.anderson_atomic_limit' depends on axioms: [propext, Classical.choice, Quot.sound]
```

## From antiderivatives to closed forms

`ldos_pos` and `continuous_ldos` record that the Lorentzian is positive and continuous. Both rest on \(e^2+\eta^2>0\).

`hasDerivAt_log_ldos` verifies the antiderivative found above by integration by parts. The steps `h1` to `h5` differentiate its parts, and `congr_deriv` asks for a proof that the assembled derivative equals \(\ln\rho_\eta(e)\). Two facts settle this. `h7` simplifies the arctangent term to \(2\eta^2/(e^2+\eta^2)\), and `h8` says that \(e^2/(e^2+\eta^2)\) and \(\eta^2/(e^2+\eta^2)\) add up to 1. The closing `linear_combination` uses them to cancel everything except the logarithms.

`arithMean_eq_and_lt` does the same for \(\arctan(e/\eta)/\pi\), evaluates the integral, and obtains the strict inequality from `Real.arctan_lt_pi_div_two`.

In `geomMean_eq`, the step `hm` is the formula for the mean logarithm. The rewrites with `Real.arctan_neg` and `neg_sq` play the part of the parity argument at the lower endpoint. `Real.exp_add` then splits the exponential, and `Real.exp_log` turns \(\exp(\ln\rho_\eta(W))\) back into \(\rho_\eta(W)\), which requires positivity.

## The fundamental theorem of calculus as Mathlib states it

Both closed forms turn on `intervalIntegral.integral_eq_sub_of_hasDerivAt`. It replaces the integral of a function \(f'\) from \(a\) to \(b\) by \(f(b)-f(a)\), and it wants two things in return.

The first is a proof that \(f\) has derivative \(f'(x)\) at every point \(x\) of the closed interval. The predicate `HasDerivAt f (f' x) x` contains both the differentiability of \(f\) at \(x\) and the value of its derivative there. In this file the derivative formulas hold on the whole real line, so the argument `fun x _ => hasDerivAt_log_ldos hη x` ignores the information that \(x\) lies in the interval.

The second is that the integrand is integrable on the interval. Here it follows from continuity. For the logarithm, continuity needs \(\rho_\eta(e)\ne0\), and this is where `ldos_pos` enters. At \(\eta>0\) the integrand has no singularity, even at resonance.

The theorem does not search for an antiderivative. That part of the work is the integration by parts done earlier; Lean receives its result and checks it by differentiation, which is mechanical.

## The bound and the limits

`geomMean_lt` follows the estimate above factor by factor. `h1` bounds the edge value, `h2` bounds the exponential strictly, and the `calc` block multiplies them.

`tendsto_arctan_div` composes two limits: \(W/\eta\) grows without bound as \(\eta\to0^+\), and the arctangent tends to \(\pi/2\) at infinity. `tendsto_geomMean_div` takes the limit of the explicit expression for \(G/\eta\). It then uses `congr'` to pass to the ratio itself, since the two agree for all positive \(\eta\).

The first half of `anderson_atomic_limit` treats the closed form of \(A\) in the same way. The second half squeezes \(G\) between zero and the linear bound. The lower inequality holds for every real \(\eta\), because \(G\) is an exponential; the upper one is needed only for positive \(\eta\), and `filter_upwards` supplies that condition from the one-sided filter.
